# Matrix rows average (p + 2)^d structural entries for continuous tensor-product Lagrange elements of degree p on a periodic mesh with at least three elements per direction

## Storage for a sparse matrix

Before a finite-element code assembles its overlap or Hamiltonian matrix, it usually reserves memory for the entries that can be nonzero. Their number also sets the cost of a sparse matrix-vector product, the basic operation of an iterative eigensolver.

The elements considered here are continuous tensor-product Lagrange elements of degree p in each direction, with one basis function per node. Each basis function vanishes outside the closed elements that contain its node. For overlap, kinetic energy and a local potential, an entry can therefore be nonzero only if its two nodes share a closed element. Counting such pairs gives the size of the sparsity pattern. Individual entries may still vanish, for example by symmetry or through the choice of quadrature.

Rows can differ in length. On a three-dimensional periodic tensor mesh with p = 4 and at least three elements per direction, the longest row has 9³ = 729 entries, while the average is 6³ = 216. Reserving the longest length for every row would take more than three times the space needed.

For one-electron Hamiltonians with a local potential, such as the local part of a Kohn–Sham problem, the count gives the number of entries in the full sparsity pattern on a periodic tensor mesh with at least three elements per direction. Nonlocal pseudopotentials and exact exchange can couple nodes that share no element, and locally refined meshes have different patterns.

## Nodes, elements and coupling

Let d be the number of directions, n the number of elements per direction and p the polynomial degree. For n ≥ 2 and p ≥ 1, each closed line element has p + 1 nodes, including both endpoints. Neighbouring elements share an endpoint, so the periodic line has np distinct nodes.

A line node is a pair (a, j). Here a is an element number modulo n, and j runs from 0 to p − 1. Index 0 is the left endpoint of element a, and the other indices are its interior nodes. The right endpoint is stored as (a + 1, 0). In Lean this is `Node n p`, defined as `ZMod n × Fin p`. Arithmetic in `ZMod n` supplies the periodic boundary condition.

The predicate `InElement e x` says that node x belongs to closed element e, either as one of its own p nodes or as its right endpoint. `LineCoupled x y` says that some element contains both x and y.

A node in d dimensions is a function `Fin d → Node n p`, which gives one line node for each direction i. An element is likewise a choice `E` of one line element per direction. `Coupled x y` requires a single such `E` to contain both nodes.

The finite set `row x` contains every node coupled to x, including x itself. `coupledPairs n p d` contains all ordered coupled pairs, so (x, y) and (y, x) count separately when x ≠ y.

These definitions record incidence only: they contain no coordinates, basis functions or integrals. The step from shared elements to possible matrix entries is the support argument above. The same n and p apply in every direction.

## The count and the average

For n ≥ 3, `card_coupledPairs` states

number of ordered coupled pairs = (np)^d (p + 2)^d.

For n ≥ 3 and p ≥ 1, `average_row` divides this by the number of nodes, (np)^d, and states

average row length = (p + 2)^d.

The division is carried out in the rational numbers, so nothing is rounded. The condition p ≥ 1 ensures that there are nodes to average over.

For n ≥ 3, the theorem `card_row` also gives each individual row length: a factor 2p + 1 for every direction in which the node is an element endpoint, and a factor p + 1 for every other direction.

## From one line to d dimensions

Take p ≥ 1 and begin with an endpoint (a, 0) on the line. It belongs to elements a − 1 and a. Together these contain the p nodes numbered under a − 1, the p nodes numbered under a, and the far endpoint (a + 1, 0). Since n ≥ 3, the numbers a − 1, a and a + 1 are distinct, so nothing is counted twice:

endpoint row length = p + p + 1 = 2p + 1.

An interior node (a, j), with j ≠ 0, belongs only to element a. It couples to that element's p own nodes and to its right endpoint:

interior row length = p + 1.

Each of the n elements owns one endpoint and p − 1 interior nodes. The number of ordered pairs on the line is therefore

n[(2p + 1) + (p − 1)(p + 1)] = n(p² + 2p) = np(p + 2).

For p = 0 there are no line nodes, and this total is correctly zero.

In d dimensions, a shared tensor element gives a shared line element in every direction. Conversely, line elements chosen separately in each direction combine into one tensor element. Coupling therefore means coupling in every direction, and the possible partners can be chosen independently:

length of row x = product over i of the line-row length of xᵢ.

Summing over x means summing independently over its d components. The sum of products becomes a product of d equal line sums:

total = [np(p + 2)]^d = (np)^d (p + 2)^d.

Dividing by (np)^d gives the average.

## Quadratic elements on a 3 × 3 mesh

Take d = 2, n = 3 and p = 2. Each direction has 6 nodes, 3 endpoints and 3 interior nodes, with line rows of lengths 5 and 3. The 36 mesh nodes fall into three groups:

- 9 element corners, with 5 · 5 = 25 entries each, contribute 225.
- 18 edge midpoints, with 5 · 3 = 15 entries each, contribute 270.
- 9 element centres, with 3 · 3 = 9 entries each, contribute 81.

The total is 576 = 36 · 16, so the average is 16 = (2 + 2)². No single row has the average length.

## The smallest meshes

For p = 1 every node is an endpoint, so for n ≥ 3 every row has 3^d entries. With n = 3 and d = 1, the three nodes all couple to one another. The matrix is full, with 9 = 3 · 3 entries.

With n = 2 and p = 1, the left and right neighbours of a node coincide. There are 2^d nodes, all mutually coupled, which gives 4^d pairs, whereas the general expression would give 6^d. For d ≥ 1 these differ, so n ≥ 3 cannot be weakened to n ≥ 2 in the counting theorem.

## The complete Lean file

```lean
import Mathlib

open Finset
open scoped Classical

noncomputable section

namespace PeriodicTensorElements

/-- A node of the periodic line with `n` elements of degree `p`: the element that has it
as left endpoint or interior node, and its local index there, `0` being the left endpoint. -/
abbrev Node (n p : ℕ) := ZMod n × Fin p

variable {n p d : ℕ}

/-- The closed element `e` contains its own `p` nodes and, as right endpoint, the left
endpoint of the next element. -/
def InElement (e : ZMod n) (x : Node n p) : Prop :=
  x.1 = e ∨ (x.1 = e + 1 ∧ x.2.val = 0)

/-- Two nodes of the line couple when they share a closed element. -/
def LineCoupled (x y : Node n p) : Prop :=
  ∃ e : ZMod n, InElement e x ∧ InElement e y

/-- Two nodes of the `d`-dimensional mesh couple when they share a closed tensor element. -/
def Coupled (x y : Fin d → Node n p) : Prop :=
  ∃ E : Fin d → ZMod n, ∀ i, InElement (E i) (x i) ∧ InElement (E i) (y i)

/-- Nodes of the tensor mesh couple exactly when their components couple in every direction. -/
theorem coupled_iff (x y : Fin d → Node n p) :
    Coupled x y ↔ ∀ i, LineCoupled (x i) (y i) := by
  constructor
  · rintro ⟨E, h⟩ i
    exact ⟨E i, h i⟩
  · intro h
    unfold LineCoupled at h
    choose E hE using h
    exact ⟨E, hE⟩

variable [NeZero n]

/-- The nodes of the line that couple to `x`, itself included. -/
def lineRow (x : Node n p) : Finset (Node n p) :=
  univ.filter (fun y => LineCoupled x y)

/-- The nodes of the `d`-dimensional mesh that couple to `x`: the matrix row of `x`. -/
def row (x : Fin d → Node n p) : Finset (Fin d → Node n p) :=
  univ.filter (fun y => Coupled x y)

/-- All ordered pairs of coupled nodes, self-pairs included. -/
def coupledPairs (n p d : ℕ) [NeZero n] :
    Finset ((Fin d → Node n p) × (Fin d → Node n p)) :=
  univ.filter (fun q => Coupled q.1 q.2)

/-- The mesh has `(np)^d` nodes. -/
theorem card_nodes (n p d : ℕ) [NeZero n] :
    Fintype.card (Fin d → Node n p) = (n * p) ^ d := by
  simp [Node, ZMod.card]

/-- On a periodic line of at least three elements, an element endpoint couples to `2p + 1`
nodes and an interior node to `p + 1`, itself included. -/
theorem card_lineRow (hn : 3 ≤ n) (x : Node n p) :
    (lineRow x).card = if x.2.val = 0 then 2 * p + 1 else p + 1 := by
  obtain ⟨a, j⟩ := x
  have hp : 0 < p := lt_of_le_of_lt (Nat.zero_le _) j.isLt
  -- with at least three elements, `a - 1`, `a` and `a + 1` are distinct, because 1 and 2 are nonzero
  have h1 : (1 : ZMod n) ≠ 0 := by
    intro h
    have h' := (CharP.cast_eq_zero_iff (ZMod n) n 1).mp (by exact_mod_cast h)
    have := Nat.le_of_dvd (by norm_num) h'
    omega
  have h2 : (2 : ZMod n) ≠ 0 := by
    intro h
    have h' := (CharP.cast_eq_zero_iff (ZMod n) n 2).mp (by exact_mod_cast h)
    have := Nat.le_of_dvd (by norm_num) h'
    omega
  by_cases hj : j.val = 0
  · -- an endpoint sees two whole elements
    have hset : lineRow (a, j) =
        (({a - 1, a} : Finset (ZMod n)) ×ˢ (univ : Finset (Fin p))) ∪ {(a + 1, ⟨0, hp⟩)} := by
      ext ⟨b, k⟩
      rw [lineRow, mem_filter]
      simp only [mem_univ, true_and, LineCoupled, InElement, mem_union,
        mem_product, mem_insert, mem_singleton, and_true, Prod.mk.injEq]
      constructor
      · rintro ⟨e, he | ⟨he, _⟩, hb | ⟨hb, hk⟩⟩
        · exact Or.inl (Or.inr (hb.trans he.symm))
        · exact Or.inr ⟨by linear_combination hb - he, Fin.ext hk⟩
        · exact Or.inl (Or.inl (by linear_combination hb - he))
        · exact Or.inl (Or.inr (hb.trans he.symm))
      · rintro ((h | h) | ⟨h, hk⟩)
        · exact ⟨b, Or.inr ⟨by linear_combination -h, hj⟩, Or.inl rfl⟩
        · exact ⟨b, Or.inl h.symm, Or.inl rfl⟩
        · exact ⟨a, Or.inl rfl, Or.inr ⟨h, by simp [hk]⟩⟩
    have hdis : Disjoint (({a - 1, a} : Finset (ZMod n)) ×ˢ (univ : Finset (Fin p)))
        {(a + 1, ⟨0, hp⟩)} := by
      rw [disjoint_singleton_right]
      simp only [mem_product, mem_insert, mem_singleton, mem_univ, and_true]
      rintro (h | h)
      · exact h2 (by linear_combination h)
      · exact h1 (by linear_combination h)
    have hne : a - 1 ≠ a := fun h => h1 (by linear_combination -h)
    rw [hset, card_union_of_disjoint hdis, card_product, card_pair hne, card_singleton,
      card_univ, Fintype.card_fin]
    exact (if_pos hj).symm
  · -- an interior node sees only its own element
    have hset : lineRow (a, j) =
        (({a} : Finset (ZMod n)) ×ˢ (univ : Finset (Fin p))) ∪ {(a + 1, ⟨0, hp⟩)} := by
      ext ⟨b, k⟩
      rw [lineRow, mem_filter]
      simp only [mem_univ, true_and, LineCoupled, InElement, mem_union,
        mem_product, mem_singleton, and_true, Prod.mk.injEq]
      constructor
      · rintro ⟨e, he | ⟨_, h0⟩, hb⟩
        · rcases hb with hb | ⟨hb, hk⟩
          · exact Or.inl (hb.trans he.symm)
          · exact Or.inr ⟨by linear_combination hb - he, Fin.ext hk⟩
        · exact absurd h0 hj
      · rintro (h | ⟨h, hk⟩)
        · exact ⟨b, Or.inl h.symm, Or.inl rfl⟩
        · exact ⟨a, Or.inl rfl, Or.inr ⟨h, by simp [hk]⟩⟩
    have hdis : Disjoint (({a} : Finset (ZMod n)) ×ˢ (univ : Finset (Fin p)))
        {(a + 1, ⟨0, hp⟩)} := by
      rw [disjoint_singleton_right]
      simp only [mem_product, mem_singleton, mem_univ, and_true]
      exact fun h => h1 (by linear_combination h)
    rw [hset, card_union_of_disjoint hdis, card_product, card_singleton, card_singleton,
      card_univ, Fintype.card_fin, one_mul]
    exact (if_neg hj).symm

/-- A periodic line of at least three elements has `np(p + 2)` ordered coupled pairs. -/
theorem sum_card_lineRow (hn : 3 ≤ n) :
    ∑ x : Node n p, (lineRow x).card = n * p * (p + 2) := by
  simp only [card_lineRow hn]
  cases p with
  | zero => simp
  | succ q =>
    -- each element owns one endpoint and `q` interior nodes
    have h : ∑ j : Fin (q + 1), (if j.val = 0 then 2 * (q + 1) + 1 else q + 1 + 1)
        = (q + 1) * (q + 3) := by
      rw [Fin.sum_univ_succ]
      simp
      ring
    rw [Fintype.sum_prod_type]
    simp only [h]
    rw [sum_const, card_univ, ZMod.card, smul_eq_mul]
    ring

/-- The length of a matrix row is the product of the row lengths in the `d` directions. -/
theorem card_row_eq_prod (x : Fin d → Node n p) :
    (row x).card = ∏ i, (lineRow (x i)).card := by
  have h : row x = Fintype.piFinset (fun i => lineRow (x i)) := by
    ext y
    simp [row, lineRow, coupled_iff, Fintype.mem_piFinset]
  rw [h, Fintype.card_piFinset]

/-- With at least three elements per direction, a matrix row has a factor `2p + 1` for each
direction in which its node is an element endpoint, and `p + 1` for each other direction. -/
theorem card_row (hn : 3 ≤ n) (x : Fin d → Node n p) :
    (row x).card = ∏ i, if (x i).2.val = 0 then 2 * p + 1 else p + 1 := by
  rw [card_row_eq_prod]
  exact prod_congr rfl fun i _ => card_lineRow hn (x i)

/-- With at least three elements per direction, the periodic tensor mesh has exactly
`(np)^d (p + 2)^d` ordered coupled pairs, self-pairs included. -/
theorem card_coupledPairs (hn : 3 ≤ n) :
    (coupledPairs n p d).card = (n * p) ^ d * (p + 2) ^ d := by
  calc (coupledPairs n p d).card
      = ∑ x : Fin d → Node n p, (row x).card := by
        simp only [coupledPairs, row, card_filter, Fintype.sum_prod_type]
    _ = ∑ x : Fin d → Node n p, ∏ i, (lineRow (x i)).card :=
        sum_congr rfl fun x _ => card_row_eq_prod x
    -- the sum over tensor nodes factorises
    _ = ∏ _i : Fin d, ∑ z : Node n p, (lineRow z).card := by
        rw [prod_univ_sum, Fintype.piFinset_univ]
    _ = (n * p) ^ d * (p + 2) ^ d := by
        rw [sum_card_lineRow hn, prod_const, card_univ, Fintype.card_fin, mul_pow]

/-- For degree at least one and at least three elements per direction, the matrix rows
have `(p + 2)^d` entries on average. -/
theorem average_row (hn : 3 ≤ n) (hp : 1 ≤ p) :
    ((coupledPairs n p d).card : ℚ) / (Fintype.card (Fin d → Node n p) : ℚ)
      = ((p : ℚ) + 2) ^ d := by
  have hn0 : (n : ℚ) ≠ 0 := by exact_mod_cast (by omega : n ≠ 0)
  have hp0 : (p : ℚ) ≠ 0 := by exact_mod_cast (by omega : p ≠ 0)
  rw [card_coupledPairs hn, card_nodes]
  push_cast
  exact mul_div_cancel_left₀ _ (pow_ne_zero _ (mul_ne_zero hn0 hp0))

/-- With only two linear elements per direction there are `4^d` ordered coupled pairs. -/
theorem card_coupledPairs_two_linear (d : ℕ) : (coupledPairs 2 1 d).card = 4 ^ d := by
  have key : ∀ a b : ZMod 2, b = a ∨ b = a + 1 := by decide
  -- every node shares an element with every other
  have h : coupledPairs 2 1 d = univ := by
    unfold coupledPairs
    apply filter_true_of_mem
    rintro ⟨x, y⟩ _
    refine ⟨fun i => (x i).1, fun i => ⟨Or.inl rfl, ?_⟩⟩
    rcases key (x i).1 (y i).1 with h | h
    · exact Or.inl h
    · exact Or.inr ⟨h, Nat.lt_one_iff.mp (y i).2.isLt⟩
  rw [h, card_univ, Fintype.card_prod, card_nodes]
  exact (mul_pow (2 * 1) (2 * 1) d).symm

end PeriodicTensorElements
```

```lean
#print axioms PeriodicTensorElements.card_row
-- 'PeriodicTensorElements.card_row' depends on axioms: [propext, Classical.choice, Quot.sound]
#print axioms PeriodicTensorElements.average_row
-- 'PeriodicTensorElements.average_row' depends on axioms: [propext, Classical.choice, Quot.sound]
#print axioms PeriodicTensorElements.card_coupledPairs_two_linear
-- 'PeriodicTensorElements.card_coupledPairs_two_linear' depends on axioms: [propext, Classical.choice, Quot.sound]
```

## Coupling direction by direction

`coupled_iff` proves that coupling on the tensor mesh is equivalent to line coupling in every direction. The forward implication reads off component `E i`. For the reverse, `choose` collects the elements found in the separate directions into one function `E`.

## Counting a line row

`card_lineRow` contains the geometric argument. It first proves that 1 and 2 are nonzero in `ZMod n`: if either were zero, n would divide it, contradicting n ≥ 3. These facts, `h1` and `h2`, separate the neighbouring elements.

The proof then splits on whether the local index is zero. In each case `hset` describes the row explicitly. For an endpoint, it is all nodes numbered under a − 1 or a, together with (a + 1, 0). For an interior node, only element number a appears in the first part.

To prove `hset`, the script considers how each of the two nodes can belong to the shared element e. The `linear_combination` steps solve the resulting equations between element numbers. In the other direction, the script names a shared element for every listed node.

`hdis` shows that the far endpoint is not already in the first part. For an endpoint row this uses both `h1` and `h2`; for an interior row, `h1` is enough. The cardinalities then add to 2p + 1 or p + 1.

## Summing and factorising

`sum_card_lineRow` treats p = 0 separately and otherwise writes p = q + 1. `Fin.sum_univ_succ` separates the endpoint from the q interior nodes, giving (q + 1)(q + 3) for each element. Summing over the n elements gives np(p + 2).

`card_row_eq_prod` uses `coupled_iff` to identify a tensor row with the set of independent choices from the d line rows. The size of that set is the product of their sizes. `card_row` then inserts the two possible line lengths.

The `calc` block in `card_coupledPairs` follows the derivation above. It groups pairs by their first node, replaces each row length by a product, and uses `prod_univ_sum` to factorise the sum. The line total then supplies each of the d factors.

`average_row` combines this total with the node count from `card_nodes` and cancels the nonzero factor (np)^d.

For the two-element mesh, `card_coupledPairs_two_linear` uses the fact that any element number modulo 2 is either a or a + 1. Since p = 1, every line node has local index 0, so element a contains both line nodes, (a, 0) and (a + 1, 0). Every pair of mesh nodes therefore shares an element, and the set of coupled pairs is the set of all pairs.
